# Second-order energies of two non-interacting fragments add when the reference is a product state and the operators are Kronecker sums

Two molecules so far apart that they no longer interact should have, as a pair, the sum of their separate energies. In the formulation used here, the second-order energy of the pair is computed from a solution of one linear equation in the product space. The theorems below show that, for Hermitian operators without interaction terms and a product reference state, this energy is the sum of the two fragment second-order energies.

```lean
import Mathlib

open Matrix
open scoped Kronecker

namespace SecondOrderSeparability

noncomputable section

variable {m n : Type*}

/-- The product state of two fragments, with amplitudes `a i * b j`. -/
def prodState (a : m → ℂ) (b : n → ℂ) : m × n → ℂ := fun p => a p.1 * b p.2

variable [Fintype m] [Fintype n]

/-- The vector `x` is a first-order correction to the normalised reference state `a`, which has
energy `E` under the zeroth-order Hamiltonian `H`, for the perturbation `V`. -/
structure IsFirstOrder (H V : Matrix m m ℂ) (E : ℝ) (a x : m → ℂ) : Prop where
  eigen : H *ᵥ a = (E : ℂ) • a
  unit : star a ⬝ᵥ a = 1
  eqn : H *ᵥ x - (E : ℂ) • x = -(V *ᵥ a - (star a ⬝ᵥ V *ᵥ a) • a)
  orth : star a ⬝ᵥ x = 0

/-- The second-order energy `⟨a, V x⟩` of a reference state `a` with first-order correction `x`. -/
def energy2 (V : Matrix m m ℂ) (a x : m → ℂ) : ℂ := star a ⬝ᵥ V *ᵥ x

/-- The inner product of two product states is the product of the fragment inner products. -/
theorem prodState_inner (a c : m → ℂ) (b d : n → ℂ) :
    star (prodState a b) ⬝ᵥ prodState c d = (star a ⬝ᵥ c) * (star b ⬝ᵥ d) := by
  simp only [dotProduct, prodState, Pi.star_apply, star_mul', Fintype.sum_prod_type,
    Finset.sum_mul_sum]
  refine Finset.sum_congr rfl fun k _ => Finset.sum_congr rfl fun l _ => ?_
  ring

/-- A tensor product of operators acts on a product state fragment by fragment. -/
theorem kronecker_mulVec_prodState (A : Matrix m m ℂ) (B : Matrix n n ℂ)
    (a : m → ℂ) (b : n → ℂ) :
    (A ⊗ₖ B) *ᵥ prodState a b = prodState (A *ᵥ a) (B *ᵥ b) := by
  ext ⟨i, j⟩
  simp only [Matrix.mulVec, dotProduct, prodState, Matrix.kroneckerMap_apply,
    Fintype.sum_prod_type, Finset.sum_mul_sum]
  refine Finset.sum_congr rfl fun k _ => Finset.sum_congr rfl fun l _ => ?_
  ring

/-- For a Hermitian zeroth-order Hamiltonian and a Hermitian perturbation, all first-order
corrections to a given reference state yield the same second-order energy. -/
theorem energy2_unique {H V : Matrix m m ℂ} {E : ℝ} {a x x' : m → ℂ}
    (hH : H.IsHermitian) (hV : V.IsHermitian)
    (h : IsFirstOrder H V E a x) (h' : IsFirstOrder H V E a x') :
    energy2 V a x = energy2 V a x' := by
  have adj : ∀ {M : Matrix m m ℂ}, M.IsHermitian → ∀ u w : m → ℂ,
      star u ⬝ᵥ M *ᵥ w = star (M *ᵥ u) ⬝ᵥ w := by
    intro M hM u w
    rw [Matrix.star_mulVec, hM.eq, Matrix.dotProduct_mulVec]
  -- the difference `d` of two solutions satisfies `H d = E d` and is orthogonal to `a`
  have hd : H *ᵥ (x - x') = (E : ℂ) • (x - x') := by
    ext i
    have h1 := congrFun (h.eqn.trans h'.eqn.symm) i
    simp only [Matrix.mulVec_sub, Pi.sub_apply, Pi.smul_apply, smul_eq_mul] at h1 ⊢
    linear_combination h1
  have ho : star a ⬝ᵥ (x - x') = 0 := by
    rw [dotProduct_sub, h.orth, h'.orth, sub_zero]
  -- the first-order equation expresses `V a` through `x`
  obtain ⟨e, hVa⟩ : ∃ e : ℂ, V *ᵥ a = e • a - (H *ᵥ x - (E : ℂ) • x) :=
    ⟨star a ⬝ᵥ V *ᵥ a, by rw [h.eqn]; abel⟩
  have hE : star (E : ℂ) = E := Complex.conj_ofReal E
  have key : star a ⬝ᵥ V *ᵥ (x - x') = 0 := by
    rw [adj hV, hVa, star_sub, star_sub, star_smul, star_smul, sub_dotProduct,
      sub_dotProduct, smul_dotProduct, smul_dotProduct, ← adj hH, hd, dotProduct_smul,
      hE, ho, smul_zero, sub_self, sub_zero]
  rw [Matrix.mulVec_sub, dotProduct_sub] at key
  exact sub_eq_zero.mp key

variable [DecidableEq m] [DecidableEq n]

/-- The Kronecker sum `A ⊗ 1 + 1 ⊗ B`, the operator of two fragments that do not interact. -/
def kronSum (A : Matrix m m ℂ) (B : Matrix n n ℂ) : Matrix (m × n) (m × n) ℂ :=
  A ⊗ₖ (1 : Matrix n n ℂ) + (1 : Matrix m m ℂ) ⊗ₖ B

/-- A Kronecker sum acts on a product state by the Leibniz rule. -/
theorem kronSum_mulVec (A : Matrix m m ℂ) (B : Matrix n n ℂ) (a : m → ℂ) (b : n → ℂ) :
    kronSum A B *ᵥ prodState a b = prodState (A *ᵥ a) b + prodState a (B *ᵥ b) := by
  simp only [kronSum, Matrix.add_mulVec, kronecker_mulVec_prodState, Matrix.one_mulVec]

/-- First-order energies add: in a product of normalised states, the expectation value of a
Kronecker sum is the sum of the fragment expectation values. -/
theorem expectation_kronSum (V : Matrix m m ℂ) (W : Matrix n n ℂ) {a : m → ℂ} {b : n → ℂ}
    (ha : star a ⬝ᵥ a = 1) (hb : star b ⬝ᵥ b = 1) :
    star (prodState a b) ⬝ᵥ kronSum V W *ᵥ prodState a b
      = star a ⬝ᵥ V *ᵥ a + star b ⬝ᵥ W *ᵥ b := by
  simp only [kronSum_mulVec, dotProduct_add, prodState_inner, ha, hb, mul_one, one_mul]

/-- If `x` and `y` are first-order corrections to the fragment states `a` and `b`, then
`x ⊗ b + a ⊗ y` is a first-order correction to `a ⊗ b` for the Kronecker sums, and its second-order
energy is the sum of the fragment second-order energies. -/
theorem firstOrder_separable {A V : Matrix m m ℂ} {B W : Matrix n n ℂ} {E F : ℝ}
    {a x : m → ℂ} {b y : n → ℂ}
    (hA : IsFirstOrder A V E a x) (hB : IsFirstOrder B W F b y) :
    IsFirstOrder (kronSum A B) (kronSum V W) (E + F) (prodState a b)
        (prodState x b + prodState a y) ∧
      energy2 (kronSum V W) (prodState a b) (prodState x b + prodState a y)
        = energy2 V a x + energy2 W b y := by
  refine ⟨⟨?_, ?_, ?_, ?_⟩, ?_⟩
  · rw [kronSum_mulVec, hA.eigen, hB.eigen]
    ext ⟨i, j⟩
    simp only [prodState, Pi.add_apply, Pi.smul_apply, smul_eq_mul, Complex.ofReal_add]
    ring
  · rw [prodState_inner, hA.unit, hB.unit, one_mul]
  · -- the eigenvalue equations cancel the cross terms, leaving the fragment equations
    rw [expectation_kronSum V W hA.unit hB.unit]
    simp only [Matrix.mulVec_add, kronSum_mulVec, hA.eigen, hB.eigen]
    ext ⟨i, j⟩
    have h1 := congrFun hA.eqn i
    have h2 := congrFun hB.eqn j
    simp only [prodState, Pi.add_apply, Pi.sub_apply, Pi.neg_apply, Pi.smul_apply,
      smul_eq_mul, Complex.ofReal_add] at h1 h2 ⊢
    linear_combination b j * h1 + a i * h2
  · simp only [dotProduct_add, prodState_inner, hA.orth, hB.orth, zero_mul, mul_zero, add_zero]
  · -- orthogonality removes the products of first-order energies and overlaps
    simp only [energy2, Matrix.mulVec_add, kronSum_mulVec, dotProduct_add, prodState_inner,
      hA.unit, hB.unit, hA.orth, hB.orth]
    ring

omit [Fintype m] [Fintype n] in
/-- A Kronecker sum of Hermitian operators is Hermitian. -/
theorem kronSum_isHermitian {A : Matrix m m ℂ} {B : Matrix n n ℂ}
    (hA : A.IsHermitian) (hB : B.IsHermitian) : (kronSum A B).IsHermitian := by
  show (kronSum A B)ᴴ = kronSum A B
  simp only [kronSum, Matrix.conjTranspose_add, Matrix.conjTranspose_kronecker,
    Matrix.conjTranspose_one, hA.eq, hB.eq]

/-- Separability of the second-order energy: for Hermitian fragment operators, every first-order
correction `z` to the product state `a ⊗ b` under the Kronecker sums gives the sum of the
fragment second-order energies. -/
theorem energy2_separable {A V : Matrix m m ℂ} {B W : Matrix n n ℂ} {E F : ℝ}
    {a x : m → ℂ} {b y : n → ℂ} {z : m × n → ℂ}
    (hAh : A.IsHermitian) (hVh : V.IsHermitian) (hBh : B.IsHermitian) (hWh : W.IsHermitian)
    (hA : IsFirstOrder A V E a x) (hB : IsFirstOrder B W F b y)
    (hz : IsFirstOrder (kronSum A B) (kronSum V W) (E + F) (prodState a b) z) :
    energy2 (kronSum V W) (prodState a b) z = energy2 V a x + energy2 W b y := by
  obtain ⟨hs, he⟩ := firstOrder_separable hA hB
  rw [← he]
  exact energy2_unique (kronSum_isHermitian hAh hBh) (kronSum_isHermitian hVh hWh) hz hs

/-- A two-level system with nonzero gap `Δ` and coupling `g` has the first-order correction
`(0, -g/Δ)` to its state `(1, 0)`, with second-order energy `-g²/Δ`. -/
theorem isFirstOrder_witness (Δ g : ℝ) (hΔ : Δ ≠ 0) :
    IsFirstOrder !![0, 0; 0, (Δ : ℂ)] !![0, (g : ℂ); (g : ℂ), 0] 0 ![1, 0] ![0, -(g : ℂ) / Δ] ∧
      energy2 !![0, (g : ℂ); (g : ℂ), 0] ![1, 0] ![0, -(g : ℂ) / Δ] = -(g : ℂ) ^ 2 / Δ := by
  have hΔ' : (Δ : ℂ) ≠ 0 := Complex.ofReal_ne_zero.mpr hΔ
  have hc : (Δ : ℂ) * (-(g : ℂ) / Δ) = -g := by field_simp
  have he : -(g : ℂ) ^ 2 / Δ = g * (-(g : ℂ) / Δ) := by ring
  rw [he]
  generalize -(g : ℂ) / Δ = c at hc ⊢
  refine ⟨⟨?_, ?_, ?_, ?_⟩, ?_⟩
  · ext i
    fin_cases i <;> simp [Matrix.mulVec, dotProduct, Fin.sum_univ_two]
  · simp [dotProduct, Fin.sum_univ_two]
  · ext i
    fin_cases i <;>
      simp [Matrix.mulVec, dotProduct, Fin.sum_univ_two, (mul_comm c (Δ : ℂ)).trans hc]
  · simp [dotProduct, Fin.sum_univ_two]
  · simp [energy2, Matrix.mulVec, dotProduct, Fin.sum_univ_two]

end

end SecondOrderSeparability
```

```lean
#print axioms SecondOrderSeparability.energy2_separable
```

```
'SecondOrderSeparability.energy2_separable' depends on axioms: [propext, Classical.choice, Quot.sound]
```

## Fragments, states and the first-order equation

The finite index types `m` and `n` label basis states of the two fragments. Operators are complex matrices, states are complex vectors, and `star a ⬝ᵥ x` is the inner product $\langle a,x\rangle$, conjugate-linear in its first argument. The product state `prodState a b`, written $a\otimes b$ below, has amplitudes $a_i b_j$.

The first fragment has zeroth-order Hamiltonian $A$, perturbation $V$, reference state $a$ and zeroth-order energy $E$. The second has $B$, $W$, $b$ and $F$. With $v=\langle a,Va\rangle$, the predicate `IsFirstOrder A V E a x` collects four conditions:

$$Aa=Ea,\qquad \langle a,a\rangle=1,\qquad (A-E)x=-(V-v)a,\qquad \langle a,x\rangle=0.$$

The last is intermediate normalisation: the correction $x$ has no component along the reference. The energy $E$ is real by its type. The second-order energy `energy2 V a x` is $\langle a,Vx\rangle$. For the second fragment, $y$ satisfies the same conditions with $w=\langle b,Wb\rangle$.

The pair has the operators `kronSum A B` and `kronSum V W`,

$$H=A\otimes 1+1\otimes B,\qquad U=V\otimes 1+1\otimes W.$$

This form expresses the absence of interaction: no term in either operator acts on both fragments at once.

There are two main statements. `firstOrder_separable` says that $x\otimes b+a\otimes y$ is a first-order correction to $a\otimes b$, with second-order energy equal to the fragment sum. It needs no Hermiticity. `energy2_separable` adds the assumption that all four fragment matrices are Hermitian, and concludes that every first-order correction $z$ of the pair gives that same sum.

The model is finite-dimensional and does not antisymmetrise between the fragments, so each one keeps its own electrons. The existence of $x$ and $y$ is assumed. For Hermitian $A$ and a degenerate level $E$ this is a real restriction, since a solution exists only if $V$ does not couple $a$ to the zeroth-order states of the same energy orthogonal to it.

## Inserting the sum of two single-fragment corrections

Two facts about product states carry the calculation. Writing out the double sums over $k$ and $l$ gives

$$\langle a\otimes b,\,c\otimes d\rangle=\langle a,c\rangle\langle b,d\rangle,\qquad (A\otimes B)(a\otimes b)=Aa\otimes Bb,$$

which are `prodState_inner` and `kronecker_mulVec_prodState`. Setting one factor to the identity and adding gives the Leibniz rule `kronSum_mulVec`,

$$H(a\otimes b)=Aa\otimes b+a\otimes Bb.$$

Hence $H(a\otimes b)=(E+F)\,a\otimes b$, and $a\otimes b$ has norm one. The first-order energy of the pair is

$$\langle a\otimes b,U(a\otimes b)\rangle=v\langle b,b\rangle+\langle a,a\rangle w=v+w,$$

as `expectation_kronSum` states.

Now let $z_0=x\otimes b+a\otimes y$. The Leibniz rule and the two eigenvalue equations give

$$Hz_0=Ax\otimes b+F\,x\otimes b+E\,a\otimes y+a\otimes By.$$

Subtracting $(E+F)z_0$ removes the two middle terms, and the fragment equations then apply:

$$\begin{aligned}(H-E-F)z_0&=(A-E)x\otimes b+a\otimes(B-F)y\\&=-(V-v)a\otimes b-a\otimes(W-w)b\\&=-(U-v-w)(a\otimes b).\end{aligned}$$

This is the first-order equation of the pair. Orthogonality follows from $\langle a\otimes b,z_0\rangle=\langle a,x\rangle+\langle b,y\rangle=0$. For the energy,

$$\langle a\otimes b,Uz_0\rangle=\langle a,Vx\rangle+\langle a,x\rangle w+v\langle b,y\rangle+\langle b,Wy\rangle=\langle a,Vx\rangle+\langle b,Wy\rangle.$$

The five bullets in the proof of `firstOrder_separable` are these five checks: eigenvalue, norm, equation, orthogonality and energy.

## The cancellation as a `linear_combination`

The first-order equation is the one check that uses the fragment equations themselves, and Lean closes it with a single line. After `ext ⟨i, j⟩` the goal is an equation between complex numbers, the $(i,j)$ component of the vector equation. The hypotheses `h1` and `h2` are component $i$ of the first fragment's equation and component $j$ of the second's. The proof ends with

`linear_combination b j * h1 + a i * h2`

The tactic subtracts the stated combination of hypotheses from the goal and asks `ring` to confirm that what remains is an identity of commutative algebra. Quantities such as $(Ax)_i$, $(Va)_i$ and $v$ are treated as unknown numbers. The coefficients are the derivation in compressed form: multiplying by $b_j$ is tensoring the first equation with $b$, and multiplying by $a_i$ is tensoring the second with $a$. The cancellation of $F\,x_i b_j$ and $E\,a_i y_j$ is left to `ring`.

## Why a non-unique correction leaves the second-order energy unchanged

The pair can be degenerate even when neither fragment is. Take two identical molecules with the same zeroth-order Hamiltonian, $A=B$, the first in an excited state of it and the second in its ground state. The state with the excitation on the other molecule has the same zeroth-order energy, and any multiple of it can be added to $z_0$ without violating the first-order equation or the orthogonality condition. The correction is then not unique, but its energy is.

To see this, let $x$ and $x'$ be two first-order corrections to the same state $a$, for a Hermitian zeroth-order Hamiltonian $A$ and a Hermitian perturbation $V$, and let $d=x-x'$. Both satisfy an equation with the same right-hand side, so $(A-E)d=0$, and also $\langle a,d\rangle=0$. The first-order equation gives $Va=va-(A-E)x$. Therefore

$$\langle a,Vd\rangle=\langle Va,d\rangle=\bar v\langle a,d\rangle-\langle (A-E)x,d\rangle=-\langle x,(A-E)d\rangle=0.$$

The first step uses that $V$ is Hermitian, the third that $A$ is Hermitian and $E$ real.

This is `energy2_unique`, where the zeroth-order Hamiltonian is called `H`. Its local statement `adj` moves a Hermitian matrix across the inner product, `hd` and `ho` are the two properties of $d$, and `key` is the displayed chain. For the pair, `kronSum_isHermitian` supplies the Hermiticity of $H$ and $U$. The proof of `energy2_separable` then compares an arbitrary $z$ with the explicit solution $z_0$.

## A two-level fragment

`isFirstOrder_witness` gives a concrete fragment: levels at $0$ and $\Delta\neq0$, coupled by a real $g$. The reference $(1,0)$ has the correction $(0,-g/\Delta)$ and the second-order energy $-g^2/\Delta$. With two copies of this fragment, the sum in `firstOrder_separable` becomes $-2g^2/\Delta$.

## The separated-dimer test

For a method with an active space, this additivity can be tested by computing each monomer, then the dimer at large separation with the combined active space, and comparing the second-order energies. For second-order n-electron valence perturbation theory (NEVPT2), the result bears on the uncontracted form, within the finite-dimensional model above and with both the zeroth-order (Dyall) Hamiltonian and the perturbation taken to be Kronecker sums; the file does not construct these operators or derive their splitting.

A discrepancy beyond the convergence threshold and the residual interaction points to a failed assumption or a programming error: for example, the dimer reference may not have converged to the product state, or the zeroth-order operator may not be additive. A contracted scheme needs its own argument, because restricting the first-order function to a subspace generally changes the equation being solved.

If the code solves the linear equation iteratively at a degenerate level, different starting vectors may lead to different amplitudes. The amplitudes are then a poor quantity to compare between runs, whereas the second-order energy is a sound one for converged solutions with the same reference state and the same Hermitian operators.
